# Every real 2 by 2 matrix becomes diagonal under two plane rotations, one from each side

To pair up the occupied orbitals of two Slater determinants, I take the singular value decomposition of their overlap matrix, which is real and square but not symmetric. My routine uses Kogbetliantz steps: pick two indices, take the 2 by 2 block they define, and rotate its rows by one angle and its columns by another until both off-diagonal entries vanish. That is two trigonometric equations, each containing both angles. Why should they always have a common solution, even for a singular block? And why do I sometimes find a negative number on the diagonal, when singular values are never negative?

## The angles separate, and the sign of the determinant survives

A solution always exists, because the two equations separate once you use the sum and the difference of the angles. The negative entry is legitimate: rotations have determinant 1, so a block with negative determinant must end up with diagonal entries of opposite sign.

Write a = M₀₀, b = M₀₁, c = M₁₀, d = M₁₁, counting indices from 0, and let R(θ) be the matrix with rows (cos θ, −sin θ) and (sin θ, cos θ). The step produces

T = R(α)ᵀ M R(β).

Multiplying out gives

T₀₀ = a cos α cos β + b cos α sin β + c sin α cos β + d sin α sin β
T₁₁ = a sin α sin β − b sin α cos β − c cos α sin β + d cos α cos β
T₀₁ = −a cos α sin β + b cos α cos β − c sin α sin β + d sin α cos β
T₁₀ = −a sin α cos β − b sin α sin β + c cos α cos β + d cos α sin β

Set δ = β − α and σ = α + β. By the addition formulas,

T₀₀ + T₁₁ = (a + d) cos δ + (b − c) sin δ
T₀₁ − T₁₀ = (b − c) cos δ − (a + d) sin δ
T₀₀ − T₁₁ = (a − d) cos σ + (b + c) sin σ
T₀₁ + T₁₀ = (b + c) cos σ − (a − d) sin σ

T is diagonal exactly when the second and fourth lines vanish, and each of these contains only one of the new angles. Take δ to be the polar angle of the plane vector (a + d, b − c), whose length is s:

a + d = s cos δ, b − c = s sin δ, s = √((a + d)² + (b − c)²).

Then T₀₁ − T₁₀ = 0 and T₀₀ + T₁₁ = s(cos² δ + sin² δ) = s. In the same way, take σ to be the polar angle of (a − d, b + c), with length

t = √((a − d)² + (b + c)²).

This gives T₀₁ + T₁₀ = 0 and T₀₀ − T₁₁ = t. If either vector is zero, any angle serves for it. The rotation angles are α = (σ − δ)/2 and β = (σ + δ)/2, and the diagonal entries are

p = (s + t)/2, q = (s − t)/2.

Since p + q = s ≥ 0 and p − q = t ≥ 0, we have |q| ≤ p. Taking determinants of T = R(α)ᵀ M R(β) gives

pq = det M.

With this choice of angles, q is therefore negative exactly when det M is. The singular values are p and |q|; if q is negative, flipping the sign of the second column of R(β) makes both entries non-negative, and turns R(β) into a reflection.

The squared Frobenius norm ‖M‖² is the sum of the squared entries, which is tr(MᵀM). For orthogonal U and V,

tr((UᵀMV)ᵀ(UᵀMV)) = tr(VᵀMᵀUUᵀMV) = tr(MᵀM VVᵀ) = tr(MᵀM),

so that

p² + q² = ‖M‖².

Now let the block sit in the first two rows and columns of a larger square matrix A, and let the rotations act as the identity on all other indices. The norm of the whole matrix is unchanged, and so are the diagonal entries outside the block. Inside it, the squared diagonal grows from A₀₀² + A₁₁² to

p² + q² = A₀₀² + A₀₁² + A₁₀² + A₁₁².

What the diagonal gains, the off-diagonal part loses, namely A₀₁² + A₁₀². The other entries in the pivot rows and columns do change, but their total square does not.

Here is the same argument in Lean.

```lean
import Mathlib

open Matrix

namespace KogbetliantzStep

noncomputable section

/-- The rotation of the plane by the angle `θ`. -/
def rot (θ : ℝ) : Matrix (Fin 2) (Fin 2) ℝ :=
  !![Real.cos θ, -Real.sin θ; Real.sin θ, Real.cos θ]

/-- The two-sided rotation `R(α)ᵀ M R(β)` of a real 2 by 2 matrix. -/
def kogStep (α β : ℝ) (M : Matrix (Fin 2) (Fin 2) ℝ) : Matrix (Fin 2) (Fin 2) ℝ :=
  (rot α)ᵀ * M * rot β

/-- The squared Frobenius norm, the sum of the squares of all entries. -/
def frobSq {n : Type*} [Fintype n] (M : Matrix n n ℝ) : ℝ :=
  ∑ i, ∑ j, M i j ^ 2

/-- The off-diagonal part of the squared Frobenius norm. -/
def offSq {n : Type*} [Fintype n] (M : Matrix n n ℝ) : ℝ :=
  frobSq M - ∑ i, M i i ^ 2

/-- The length of the vector `(M₀₀ + M₁₁, M₀₁ - M₁₀)`. -/
def sumRadius (M : Matrix (Fin 2) (Fin 2) ℝ) : ℝ :=
  √((M 0 0 + M 1 1) ^ 2 + (M 0 1 - M 1 0) ^ 2)

/-- The length of the vector `(M₀₀ - M₁₁, M₀₁ + M₁₀)`. -/
def diffRadius (M : Matrix (Fin 2) (Fin 2) ℝ) : ℝ :=
  √((M 0 0 - M 1 1) ^ 2 + (M 0 1 + M 1 0) ^ 2)

/-- A 2 by 2 matrix acting on the first two coordinates of a larger space, with the
identity on all the others. -/
def embed {n : Type*} [DecidableEq n] (R : Matrix (Fin 2) (Fin 2) ℝ) :
    Matrix (Fin 2 ⊕ n) (Fin 2 ⊕ n) ℝ :=
  fromBlocks R 0 0 1

/-- A plane rotation is an orthogonal matrix. -/
theorem rot_orthogonal (θ : ℝ) : (rot θ)ᵀ * rot θ = 1 := by
  have h := Real.sin_sq_add_cos_sq θ
  ext i j
  fin_cases i <;> fin_cases j <;>
    simp [rot, Matrix.mul_apply, Fin.sum_univ_two] <;> linarith

/-- Orthogonal transformations from the left and from the right leave the Frobenius
norm unchanged. -/
theorem frobSq_orthogonal {n : Type*} [Fintype n] [DecidableEq n] (M U V : Matrix n n ℝ)
    (hU : Uᵀ * U = 1) (hV : Vᵀ * V = 1) : frobSq (Uᵀ * M * V) = frobSq M := by
  -- the squared norm is the trace of `Aᵀ A`
  have tr : ∀ A : Matrix n n ℝ, frobSq A = trace (Aᵀ * A) := by
    intro A
    simp only [frobSq, trace, diag_apply, Matrix.mul_apply, transpose_apply, sq]
    exact Finset.sum_comm
  have hU' : U * Uᵀ = 1 := mul_eq_one_comm.mp hU
  have hV' : V * Vᵀ = 1 := mul_eq_one_comm.mp hV
  rw [tr, tr]
  calc trace ((Uᵀ * M * V)ᵀ * (Uᵀ * M * V))
      = trace (Vᵀ * (Mᵀ * (U * Uᵀ) * M * V)) := by
        simp only [transpose_mul, transpose_transpose, Matrix.mul_assoc]
    _ = trace (Mᵀ * M * (V * Vᵀ)) := by
        rw [hU', Matrix.mul_one, trace_mul_comm, Matrix.mul_assoc (Mᵀ * M)]
    _ = trace (Mᵀ * M) := by rw [hV', Matrix.mul_one]

/-- Each of these sums and differences of the rotated entries involves only one of the angles
`β - α` and `α + β`, so the two conditions for a diagonal result decouple. -/
theorem kogStep_entries (α β : ℝ) (M : Matrix (Fin 2) (Fin 2) ℝ) :
    kogStep α β M 0 0 + kogStep α β M 1 1 =
      (M 0 0 + M 1 1) * Real.cos (β - α) + (M 0 1 - M 1 0) * Real.sin (β - α) ∧
    kogStep α β M 0 1 - kogStep α β M 1 0 =
      (M 0 1 - M 1 0) * Real.cos (β - α) - (M 0 0 + M 1 1) * Real.sin (β - α) ∧
    kogStep α β M 0 0 - kogStep α β M 1 1 =
      (M 0 0 - M 1 1) * Real.cos (α + β) + (M 0 1 + M 1 0) * Real.sin (α + β) ∧
    kogStep α β M 0 1 + kogStep α β M 1 0 =
      (M 0 1 + M 1 0) * Real.cos (α + β) - (M 0 0 - M 1 1) * Real.sin (α + β) := by
  rw [Real.cos_sub, Real.sin_sub, Real.cos_add, Real.sin_add]
  refine ⟨?_, ?_, ?_, ?_⟩ <;>
    simp [kogStep, rot, Matrix.mul_apply, Fin.sum_univ_two] <;> ring

/-- Some rotation of the axes turns the plane vector `(x, y)` onto the positive first
axis, or leaves it zero. -/
theorem exists_polar_angle (x y : ℝ) : ∃ θ : ℝ,
    x * Real.cos θ + y * Real.sin θ = √(x ^ 2 + y ^ 2) ∧
    y * Real.cos θ - x * Real.sin θ = 0 := by
  obtain ⟨r, θ, hr, hx, hy⟩ :
      ∃ r θ : ℝ, 0 ≤ r ∧ r * Real.cos θ = x ∧ r * Real.sin θ = y :=
    ⟨‖(⟨x, y⟩ : ℂ)‖, Complex.arg ⟨x, y⟩, norm_nonneg _,
      Complex.norm_mul_cos_arg _, Complex.norm_mul_sin_arg _⟩
  subst hx
  subst hy
  have h := Real.sin_sq_add_cos_sq θ
  have h2 : (r * Real.cos θ) ^ 2 + (r * Real.sin θ) ^ 2 = r ^ 2 := by
    linear_combination r ^ 2 * h
  refine ⟨θ, ?_, by ring⟩
  rw [h2, Real.sqrt_sq hr]
  linear_combination r * h

/-- Two plane rotations bring `M` to diagonal form, with half the sum and half the
difference of the two radii of `M` on the diagonal. -/
theorem exists_kogStep_explicit (M : Matrix (Fin 2) (Fin 2) ℝ) : ∃ α β : ℝ,
    kogStep α β M = diagonal ![(sumRadius M + diffRadius M) / 2,
      (sumRadius M - diffRadius M) / 2] := by
  obtain ⟨δ, h1, h2⟩ := exists_polar_angle (M 0 0 + M 1 1) (M 0 1 - M 1 0)
  obtain ⟨σ, h3, h4⟩ := exists_polar_angle (M 0 0 - M 1 1) (M 0 1 + M 1 0)
  change _ = sumRadius M at h1
  change _ = diffRadius M at h3
  -- recover the two rotation angles from their difference and sum
  obtain ⟨α, β, hd, hs⟩ : ∃ α β : ℝ, β - α = δ ∧ α + β = σ :=
    ⟨(σ - δ) / 2, (σ + δ) / 2, by ring, by ring⟩
  obtain ⟨e1, e2, e3, e4⟩ := kogStep_entries α β M
  rw [hd] at e1 e2
  rw [hs] at e3 e4
  refine ⟨α, β, ?_⟩
  ext i j
  fin_cases i <;> fin_cases j <;> simp <;> linarith

/-- Whenever two plane rotations make `M` diagonal, the diagonal entries have product
`det M` and their squares add up to the squared Frobenius norm of `M`. -/
theorem diagonal_invariants {α β p q : ℝ} {M : Matrix (Fin 2) (Fin 2) ℝ}
    (h : kogStep α β M = diagonal ![p, q]) :
    p * q = M.det ∧ p ^ 2 + q ^ 2 = frobSq M := by
  have hdet : ∀ θ : ℝ, (rot θ).det = 1 := by
    intro θ
    rw [rot, det_fin_two_of]
    linear_combination Real.sin_sq_add_cos_sq θ
  constructor
  · calc p * q = (diagonal ![p, q]).det := by simp [det_diagonal, Fin.prod_univ_two]
      _ = M.det := by
        rw [← h, kogStep, det_mul, det_mul, det_transpose, hdet, hdet, one_mul, mul_one]
  · have hf : frobSq (kogStep α β M) = frobSq M :=
      frobSq_orthogonal M _ _ (rot_orthogonal α) (rot_orthogonal β)
    rw [← hf, h]
    simp [frobSq, Fin.sum_univ_two]

/-- The Kogbetliantz step: every real 2 by 2 matrix is made diagonal by two plane
rotations. The entries `p`, `q` have product `det M` and squared sum equal to the squared
Frobenius norm, and the angles can be chosen so that `|q| ≤ p`. -/
theorem kogbetliantz_step (M : Matrix (Fin 2) (Fin 2) ℝ) : ∃ α β p q : ℝ,
    (rot α)ᵀ * M * rot β = diagonal ![p, q] ∧
    p * q = M.det ∧ p ^ 2 + q ^ 2 = frobSq M ∧ |q| ≤ p := by
  obtain ⟨α, β, h⟩ := exists_kogStep_explicit M
  obtain ⟨h1, h2⟩ := diagonal_invariants h
  have hs : 0 ≤ sumRadius M := Real.sqrt_nonneg _
  have ht : 0 ≤ diffRadius M := Real.sqrt_nonneg _
  exact ⟨α, β, _, _, h, h1, h2, abs_le.mpr ⟨by linarith, by linarith⟩⟩

/-- In a matrix of any size, a step that makes the leading 2 by 2 block diagonal lowers
the off-diagonal squared norm by exactly the two squared off-diagonal entries of that
block. -/
theorem offSq_embedded_step {n : Type*} [Fintype n] [DecidableEq n]
    (A : Matrix (Fin 2 ⊕ n) (Fin 2 ⊕ n) ℝ) {α β p q : ℝ}
    (h : kogStep α β A.toBlocks₁₁ = diagonal ![p, q]) :
    offSq ((embed (rot α))ᵀ * A * embed (rot β)) =
      offSq A - (A (.inl 0) (.inl 1) ^ 2 + A (.inl 1) (.inl 0) ^ 2) := by
  have orth : ∀ θ : ℝ, (embed (n := n) (rot θ))ᵀ * embed (rot θ) = 1 := by
    intro θ
    simp only [embed, fromBlocks_transpose, fromBlocks_multiply, transpose_zero,
      transpose_one, Matrix.zero_mul, Matrix.mul_zero, Matrix.mul_one, add_zero,
      zero_add, rot_orthogonal, fromBlocks_one]
  -- the four blocks of the matrix after the step
  have blocks : (embed (rot α))ᵀ * A * embed (rot β) =
      fromBlocks (kogStep α β A.toBlocks₁₁) ((rot α)ᵀ * A.toBlocks₁₂)
        (A.toBlocks₂₁ * rot β) A.toBlocks₂₂ := by
    conv_lhs => rw [← fromBlocks_toBlocks A]
    simp only [embed, kogStep, fromBlocks_transpose, fromBlocks_multiply, transpose_zero,
      transpose_one, Matrix.zero_mul, Matrix.mul_zero, Matrix.one_mul, Matrix.mul_one,
      add_zero, zero_add]
  have inv := (diagonal_invariants h).2
  simp only [frobSq, Fin.sum_univ_two, toBlocks₁₁, of_apply] at inv
  unfold offSq
  rw [frobSq_orthogonal A _ _ (orth α) (orth β), blocks, h]
  simp only [Fintype.sum_sum_type, fromBlocks_apply₁₁, fromBlocks_apply₂₂,
    Fin.sum_univ_two, diagonal_apply_eq, cons_val_zero, cons_val_one,
    cons_val_fin_one, toBlocks₂₂, of_apply]
  linarith

end

end KogbetliantzStep
```

```lean
#print axioms KogbetliantzStep.kogbetliantz_step
#print axioms KogbetliantzStep.offSq_embedded_step
```

```
'KogbetliantzStep.kogbetliantz_step' depends on axioms: [propext, Classical.choice, Quot.sound]
'KogbetliantzStep.offSq_embedded_step' depends on axioms: [propext, Classical.choice, Quot.sound]
```

The main statement is `kogbetliantz_step`. For every `M`, a 2 by 2 matrix of real numbers, there are real `α`, `β`, `p` and `q` such that the rotated matrix is `diagonal ![p, q]`, the product is `M.det`, the squares add up to `frobSq M`, and `|q| ≤ p`. There is no hypothesis on `M`: singular matrices and the zero matrix are included. In the usual notation M = UΣVᵀ, `rot α` is U and `rot β` is V, except that the second entry of Σ may be negative.

The lengths s and t are `sumRadius M` and `diffRadius M`, names particular to this file, and `exists_kogStep_explicit` states the closed forms for p and q. `diagonal_invariants` is broader in one respect: its two identities hold for any pair of angles that makes `M` diagonal, whichever solution your routine picks. The ordering |q| ≤ p does depend on the choice. Adding π to one angle, for instance, reverses both signs.

For the larger matrix, the index type `Fin 2 ⊕ n` means two pivot indices plus a finite, possibly empty, set of others. `A.toBlocks₁₁` is the pivot block, `embed` extends a rotation by the identity, and `offSq` is the squared norm minus the squared diagonal. `offSq_embedded_step` assumes that the chosen angles diagonalise the pivot block; `exists_kogStep_explicit` guarantees that such angles exist. A pivot on another pair of indices becomes this case when rows and columns are relabelled together.

For your overlap matrix, this means that each step, with real orbitals and equally many in both sets, removes a known amount of off-diagonal weight and keeps the sign of the determinant. What separates this from a finished decomposition, apart from the signs of the diagonal entries, is convergence of the sweeps: a quantity that never increases need not tend to zero, and whether this one does depends on the order in which pivots are visited and on which of the possible angles are chosen.

The Lean proof follows the calculation above. `rot_orthogonal` checks RᵀR = 1 entry by entry from sin² + cos² = 1. `frobSq_orthogonal` first rewrites the squared norm as a trace, by exchanging two finite sums, and its `calc` block is then the chain of traces above. It also needs UUᵀ = 1, which for square matrices follows from UᵀU = 1 through `mul_eq_one_comm`.

`kogStep_entries` contains the four sum and difference formulas. The addition formulas are rewritten first, the matrix products are expanded, and `ring` compares the two sides. `exists_polar_angle` obtains the polar angle by treating (x, y) as the complex number x + iy and taking its modulus and argument; the zero vector needs no separate case.

`exists_kogStep_explicit` applies that lemma twice, to get δ and σ, and recovers α and β by half-sums. Each of the four matrix entries is then a linear consequence of the four formulas, which `linarith` finds. `diagonal_invariants` gets the product from multiplicativity of the determinant and the sum of squares from `frobSq_orthogonal`. `kogbetliantz_step` combines these two results and reads off |q| ≤ p from the fact that both radii are non-negative.

In `offSq_embedded_step`, the auxiliary fact `orth` says that the embedded rotations are orthogonal, and `blocks` computes the matrix after the step block by block, showing that the lower right block is untouched. Norm invariance is used once for the whole matrix and once, as `inv`, for the pivot block. The final `linarith` does the bookkeeping of gain and loss.
